# For real fields coupled to spin, the half-filled bipartite Hubbard determinant weight is nonnegative

A determinant Monte Carlo code for the Hubbard model samples auxiliary-field histories. If the field does not mix the two spins, the fermions contribute to the weight of a history the product of a spin-up and a spin-down determinant. If that product is negative for some histories, it cannot serve as a probability. The usual remedy is to sample its absolute value, carry the sign as an observable and divide the sign-weighted averages by the mean sign. When the mean sign is small, many more samples are needed to keep the relative error of that quotient under control.

For the half-filled Hubbard model on a bipartite lattice, with a real field that couples with opposite sign to the two spins, this does not happen: the two determinants never have opposite signs. The result concerns a finite lattice and exact arithmetic.

## The weight as a square divided by det B

Let B be a real square matrix with det B ≠ 0, and let S be a real matrix of the same size with S² = 1. Define the particle-hole partner of B as

B′ = S (B⁻¹)ᵀ S.

Then

det(1 + B′) = det(1 + B) / det B,

and the product of the two determinants is

w = det(1 + B) det(1 + B′) = det(1 + B)² / det B.

So w ≥ 0 whenever det B > 0. It is strictly positive exactly when, in addition, det(1 + B) ≠ 0.

In the Hubbard application B is the spin-up propagator B↑ of a field history, and S is the diagonal matrix of sublattice signs. The spin-down propagator B↓ then turns out to be the partner of B↑, and det B↑ turns out to be positive. Both facts follow from the form of the hopping matrix and of the time slices.

## Acceptance ratios and sign tracking in a determinant code

For the repulsive model with interaction U (n↑ − ½)(n↓ − ½) on each site, the usual discrete decoupling replaces the interaction over a time step τ by a sum over s = ±1 of exp(λ s (n↑ − n↓)), where cosh λ = exp(τU/2), with a prefactor that does not depend on s. The field on site i is then h_i = λ s_i. Tracing out the fermions leaves the weight w, which the Metropolis step uses through the ratio

R = w(new) / w(old).

A code that takes R as a probability ratio, with no sign variable, relies on w ≥ 0. Flipping one s_i leaves the hopping factors in det B↑ unchanged and multiplies det B↑ by exp(−2 λ s_i). If R↑ denotes the ratio of the spin-up determinants alone, flipping one s_i therefore gives

R = R↑² exp(2 λ s_i),

where s_i is the value before the flip in both expressions and w(old) is taken to be nonzero. The Lean file does not state this formula for R.

The result also gives a diagnostic. If a half-filled run reports a negative product of determinants, then rounding has spoiled the determinants, the code contains an error or the input violates a hypothesis. Typical violations are a hopping within one sublattice, a periodic ring of odd length and a leftover chemical potential.

## From the particle-hole partner to a positive weight

**The determinant identity.** Since S² = 1,

1 + B′ = S S + S (B⁻¹)ᵀ S = S (1 + B⁻¹)ᵀ S.

Take determinants. The two factors det S multiply to det(S²) = 1, and transposition does not change a determinant, so

det(1 + B′) = det(1 + B⁻¹).

Multiplying by det B gives

det B · det(1 + B⁻¹) = det(B + 1),

and division by det B gives the identity. A further factor det(1 + B) turns it into the formula for w.

**Products.** For invertible A and B,

(AB)′ = S (B⁻¹A⁻¹)ᵀ S = S (A⁻¹)ᵀ (B⁻¹)ᵀ S = S (A⁻¹)ᵀ S · S (B⁻¹)ᵀ S = A′B′.

The inverse and the transpose each reverse the order, so together they preserve it.

**One time slice.** Let K be the real symmetric hopping matrix, let ε_i = ±1 be the sublattice sign of site i, and let S = diag(ε). For spin σ = ±1 and field h, the slice is

exp(−τK) D(σ), with D(σ) = diag(exp(σ h_i)).

If K_ij ≠ 0, the sites i and j lie on opposite sublattices and ε_i ε_j = −1. Hence

(S K S)_ij = ε_i K_ij ε_j = −K_ij,

which also holds when K_ij = 0. The hopping factor is therefore its own partner:

S (exp(τK))ᵀ S = S exp(τK) S = exp(τ S K S) = exp(−τK).

For the field factor, S commutes with diagonal matrices, so

S D(σ)⁻¹ S = D(σ)⁻¹ = D(−σ).

By the product rule, the partner of a slice for spin σ is the slice for spin −σ with the same field.

**All slices.** The partner of the identity is S² = 1. Applying the product rule slice by slice shows that the partner of B↑ is B↓.

**Sign of det B↑.** For any real square matrix A,

det exp(A) = (det exp(A/2))² > 0,

because exp(A/2) is invertible. The determinant of D(σ) is a product of real exponentials and is also positive. So det B↑ > 0, and w = det(1 + B↑)² / det B↑ ≥ 0.

## The Lean file

```lean
import Mathlib

open Matrix

namespace HalfFillingPositivity

noncomputable section

variable {n : Type*} [Fintype n] [DecidableEq n]

/-- The particle-hole partner `S (B⁻¹)ᵀ S` of a one-particle propagator `B`. -/
def partner (S B : Matrix n n ℝ) : Matrix n n ℝ := S * (B⁻¹)ᵀ * S

/-- The product of the fermion determinants of two spin species with propagators `A` and `B`. -/
def twoSpinWeight (A B : Matrix n n ℝ) : ℝ := (1 + A).det * (1 + B).det

/-- Real symmetric hopping `K` that connects only sites of opposite sublattice sign `ε = ±1`. -/
structure BipartiteHopping (K : Matrix n n ℝ) (ε : n → ℝ) : Prop where
  symm : Kᵀ = K
  sign : ∀ i, ε i * ε i = 1
  bipartite : ∀ i j, K i j ≠ 0 → ε i = -ε j

/-- One imaginary-time slice: hopping for a time `τ` after coupling spin `σ` to the
auxiliary field `h`. -/
def slice (K : Matrix n n ℝ) (τ σ : ℝ) (h : n → ℝ) : Matrix n n ℝ :=
  NormedSpace.exp (-(τ • K)) * diagonal (fun i => Real.exp (σ * h i))

/-- The ordered product of the time slices for a history `hs` of auxiliary fields. -/
def propagator (K : Matrix n n ℝ) (τ σ : ℝ) (hs : List (n → ℝ)) : Matrix n n ℝ :=
  (hs.map (slice K τ σ)).prod

/-- If `S * S = 1` and `det B ≠ 0`, then `det (1 + partner S B)` is `det (1 + B)` divided by `det
B`. -/
theorem det_one_add_partner {S B : Matrix n n ℝ} (hS : S * S = 1) (hB : B.det ≠ 0) :
    (1 + partner S B).det = (1 + B).det / B.det := by
  have hu : IsUnit B.det := isUnit_iff_ne_zero.mpr hB
  have hdetS : S.det * S.det = 1 := by rw [← Matrix.det_mul, hS, Matrix.det_one]
  -- pull the transformation `S` out of the sum
  have h1 : 1 + partner S B = S * (1 + B⁻¹)ᵀ * S := by
    unfold partner
    rw [Matrix.transpose_add, Matrix.transpose_one, mul_add, add_mul, mul_one, hS]
  have h2 : B.det * (1 + B⁻¹).det = (1 + B).det := by
    rw [← Matrix.det_mul, mul_add, mul_one, Matrix.mul_nonsing_inv _ hu, add_comm]
  rw [h1, Matrix.det_mul, Matrix.det_mul, Matrix.det_transpose, eq_div_iff hB, ← h2]
  linear_combination (B.det * (1 + B⁻¹).det) * hdetS

/-- If `S * S = 1` and `det B ≠ 0`, the weight of `B` together with its partner is `det (1 + B) ^ 2
/ det B`. -/
theorem weight_eq {S B : Matrix n n ℝ} (hS : S * S = 1) (hB : B.det ≠ 0) :
    twoSpinWeight B (partner S B) = (1 + B).det ^ 2 / B.det := by
  unfold twoSpinWeight
  rw [det_one_add_partner hS hB]
  ring

/-- If `S * S = 1` and `det B > 0`, the weight of `B` together with its particle-hole partner is
nonnegative. -/
theorem weight_nonneg {S B : Matrix n n ℝ} (hS : S * S = 1) (hB : 0 < B.det) :
    0 ≤ twoSpinWeight B (partner S B) := by
  rw [weight_eq hS hB.ne']
  exact div_nonneg (sq_nonneg _) hB.le

/-- If `S * S = 1` and `B` is invertible, the weight of `B` together with its partner is strictly
positive exactly when `det B > 0` and `det (1 + B)` does not vanish. -/
theorem weight_pos_iff {S B : Matrix n n ℝ} (hS : S * S = 1) (hB : B.det ≠ 0) :
    0 < twoSpinWeight B (partner S B) ↔ 0 < B.det ∧ (1 + B).det ≠ 0 := by
  rw [weight_eq hS hB]
  constructor
  · intro h
    constructor
    · by_contra hneg
      exact absurd h (not_lt_of_ge
        (div_nonpos_of_nonneg_of_nonpos (sq_nonneg _) (not_lt.mp hneg)))
    · intro h0
      rw [h0] at h
      simp at h
  · rintro ⟨hp, h0⟩
    exact div_pos (by positivity) hp

/-- If `S * S = 1`, the partner of a product is the product of the partners in the same order. -/
theorem partner_mul {S : Matrix n n ℝ} (hS : S * S = 1) (A B : Matrix n n ℝ) :
    partner S (A * B) = partner S A * partner S B := by
  unfold partner
  rw [Matrix.mul_inv_rev, Matrix.transpose_mul]
  calc S * ((A⁻¹)ᵀ * (B⁻¹)ᵀ) * S = S * (A⁻¹)ᵀ * 1 * (B⁻¹)ᵀ * S := by
        simp only [mul_one, mul_assoc]
    _ = S * (A⁻¹)ᵀ * (S * S) * (B⁻¹)ᵀ * S := by rw [hS]
    _ = S * (A⁻¹)ᵀ * S * (S * (B⁻¹)ᵀ * S) := by simp only [mul_assoc]

/-- On a bipartite lattice the partner of a time slice is the slice of the opposite spin. -/
theorem partner_slice {K : Matrix n n ℝ} {ε : n → ℝ} (hK : BipartiteHopping K ε)
    (τ σ : ℝ) (h : n → ℝ) :
    partner (diagonal ε) (slice K τ σ h) = slice K τ (-σ) h := by
  have hS : diagonal ε * diagonal ε = (1 : Matrix n n ℝ) := by
    rw [Matrix.diagonal_mul_diagonal]
    simp [hK.sign]
  -- the sublattice sign reverses the hopping
  have hSK : diagonal ε * K * diagonal ε = -K := by
    ext i j
    rw [Matrix.mul_diagonal, Matrix.diagonal_mul, Matrix.neg_apply]
    by_cases h0 : K i j = 0
    · simp [h0]
    · rw [hK.bipartite i j h0]
      linear_combination (-(K i j)) * hK.sign j
  have hexp : partner (diagonal ε) (NormedSpace.exp (-(τ • K)))
      = NormedSpace.exp (-(τ • K)) := by
    have hc := Matrix.exp_conj (diagonal ε) (τ • K) ⟨⟨_, _, hS, hS⟩, rfl⟩
    have e : diagonal ε * (τ • K) * diagonal ε = -(τ • K) := by
      rw [Matrix.mul_smul, Matrix.smul_mul, hSK, smul_neg]
    rw [Matrix.inv_eq_right_inv hS, e] at hc
    unfold partner
    rw [← Matrix.exp_neg, neg_neg, ← Matrix.exp_transpose, Matrix.transpose_smul,
      hK.symm, ← hc]
  -- inversion reverses the sign of the auxiliary field
  have hdiag : partner (diagonal ε) (diagonal (fun i => Real.exp (σ * h i)))
      = diagonal (fun i => Real.exp (-σ * h i)) := by
    have hi : diagonal (fun i => Real.exp (σ * h i)) *
        diagonal (fun i => Real.exp (-σ * h i)) = (1 : Matrix n n ℝ) := by
      rw [Matrix.diagonal_mul_diagonal]
      simp [← Real.exp_add]
    unfold partner
    rw [Matrix.inv_eq_right_inv hi, Matrix.diagonal_transpose,
      Matrix.diagonal_mul_diagonal, Matrix.diagonal_mul_diagonal]
    congr 1
    funext i
    linear_combination Real.exp (-σ * h i) * hK.sign i
  unfold slice
  rw [partner_mul hS, hexp, hdiag]

/-- The propagator of any field history has positive determinant. -/
theorem propagator_det_pos (K : Matrix n n ℝ) (τ σ : ℝ) (hs : List (n → ℝ)) :
    0 < (propagator K τ σ hs).det := by
  -- a real matrix exponential is the square of an invertible matrix
  have hexp : ∀ A : Matrix n n ℝ, 0 < (NormedSpace.exp A).det := by
    intro A
    have hA : A = (1 / 2 : ℝ) • A + (1 / 2 : ℝ) • A := by module
    have hu := (Matrix.isUnit_iff_isUnit_det _).1 (Matrix.isUnit_exp ((1 / 2 : ℝ) • A))
    rw [hA, Matrix.exp_add_of_commute _ _ (Commute.refl _), Matrix.det_mul]
    exact mul_self_pos.2 hu.ne_zero
  induction hs with
  | nil => simp [propagator]
  | cons h hs ih =>
    have hc : propagator K τ σ (h :: hs) = slice K τ σ h * propagator K τ σ hs := by
      simp [propagator]
    rw [hc, Matrix.det_mul]
    refine mul_pos ?_ ih
    unfold slice
    rw [Matrix.det_mul, Matrix.det_diagonal]
    exact mul_pos (hexp _) (Finset.prod_pos fun i _ => Real.exp_pos _)

/-- For the half-filled Hubbard model on a bipartite lattice, the product of the spin-up and
spin-down determinants is nonnegative for every history of real auxiliary fields. -/
theorem hubbard_weight_nonneg {K : Matrix n n ℝ} {ε : n → ℝ} (hK : BipartiteHopping K ε)
    (τ : ℝ) (hs : List (n → ℝ)) :
    0 ≤ twoSpinWeight (propagator K τ 1 hs) (propagator K τ (-1) hs) := by
  have hS : diagonal ε * diagonal ε = (1 : Matrix n n ℝ) := by
    rw [Matrix.diagonal_mul_diagonal]
    simp [hK.sign]
  -- slice by slice, spin down is the partner of spin up
  have hp : partner (diagonal ε) (propagator K τ 1 hs) = propagator K τ (-1) hs := by
    induction hs with
    | nil => simp [propagator, partner, hS]
    | cons h hs ih =>
      have hc : ∀ σ : ℝ, propagator K τ σ (h :: hs)
          = slice K τ σ h * propagator K τ σ hs := by
        intro σ
        simp [propagator]
      rw [hc, hc, partner_mul hS, partner_slice hK, ih]
  rw [← hp]
  exact weight_nonneg hS (propagator_det_pos K τ 1 hs)

/-- The two-site dimer with hopping amplitude `t` is bipartite, with sublattice signs
`1` and `-1`. -/
theorem bipartiteHopping_witness (t : ℝ) :
    BipartiteHopping !![0, -t; -t, 0] ![1, -1] where
  symm := by
    ext i j
    fin_cases i <;> fin_cases j <;> simp
  sign := by
    intro i
    fin_cases i <;> simp
  bipartite := by
    intro i j
    fin_cases i <;> fin_cases j <;> simp

end

end HalfFillingPositivity
```

```lean
#print axioms HalfFillingPositivity.weight_pos_iff
#print axioms HalfFillingPositivity.hubbard_weight_nonneg
```

```
'HalfFillingPositivity.weight_pos_iff' depends on axioms: [propext, Classical.choice, Quot.sound]
'HalfFillingPositivity.hubbard_weight_nonneg' depends on axioms: [propext, Classical.choice, Quot.sound]
```

## How the Lean objects map to the lattice model

The finite type `n` is the set of lattice sites, and all matrices are real and indexed by sites. `partner S B` is B′, and `twoSpinWeight A B` is det(1 + A) det(1 + B) for any two propagators.

`BipartiteHopping K ε` collects three conditions. The field `symm` says that K is symmetric, `sign` says that every ε_i squares to one, and `bipartite` says that a nonzero entry K_ij forces ε_i = −ε_j. Applied to i = j, the last two conditions make the diagonal of K vanish, so on-site energies are excluded.

`slice K τ σ h` places the hopping exponential to the left of the field factor, so the field acts first. `propagator K τ σ hs` multiplies the slices in list order: the head of the list is the leftmost factor and acts last. All slices share the same K and τ, while the field may change from slice to slice and takes arbitrary real values. The discrete field ±λ is a special case. An empty list gives the identity as propagator.

The algebraic theorems `det_one_add_partner`, `weight_eq`, `weight_nonneg` and `weight_pos_iff` hold for every real S with S² = 1, diagonal or not. The main theorem, `hubbard_weight_nonneg`, says that for every bipartite hopping matrix, every real τ and every list of real fields, the weight built from the propagators with σ = 1 and σ = −1 is nonnegative. That the second propagator is the partner of the first is proved there and is not a hypothesis.

## Determinant algebra and induction over slices

In `det_one_add_partner`, the step `h1` pulls S out of the sum and `h2` is the relation det B · det(1 + B⁻¹) = det(1 + B). The closing `linear_combination` uses `hdetS`, which says that det S squares to one. `weight_eq` multiplies by the remaining determinant, and `weight_nonneg` divides a square by a positive number. `weight_pos_iff` reads off when that quotient is strictly positive.

`partner_mul` inserts S² = 1 between the two transposed inverses. `partner_slice` treats the two factors of a slice separately. Its step `hSK` proves SKS = −K entry by entry, with a case split on whether K_ij is zero. The step `hexp` carries this through the exponential by means of `Matrix.exp_conj`, and `hdiag` finds the inverse of the field factor by exhibiting the diagonal matrix with the opposite exponents.

`propagator_det_pos` writes a matrix as twice its half to see that the determinant of its exponential is a nonzero square, then multiplies positive numbers by induction over the list. The main theorem uses a second induction over the list to identify the spin-down propagator as the partner of the spin-up one, and then applies `weight_nonneg`.

`bipartiteHopping_witness` checks that the two-site dimer with hopping amplitude t satisfies the three bipartite conditions, so the main theorem applies to it directly.

## What holds for every field history, and what stays with the code

The theorem covers every finite bipartite lattice, every number of slices and every real field history, with no condition on the size of τ. It gives w ≥ 0, not w > 0: a history with det(1 + B↑) = 0 has weight zero. Nor does it fix the sign of either determinant alone. Both may be negative in the same history, so a code that monitors one spin species can see a sign change while the product stays nonnegative.

The file starts from the propagators. The Hubbard Hamiltonian, the splitting of the time evolution into slices, the decoupling of the interaction and the trace that produces the determinants belong to the physics that justifies the definitions. Time-step error, sampling efficiency and floating-point rounding are separate questions. In a long product of slices, rounding can corrupt the small singular values, so stabilised matrix products are still needed.

Half filling enters through the absence of a chemical potential, with the interaction written in the symmetric form above. A chemical potential μ multiplies each slice by exp(τμ) for both spins, whereas the partner of such a slice carries exp(−τμ). For μ ≠ 0, τ ≠ 0 and at least one slice, B↓ is then no longer the partner of B↑, and this argument gives no sign.

A version with complex matrices would define the partner with the conjugate transpose in place of the transpose. For a Hermitian bipartite K that is the same for both spins, the weight would become |det(1 + B)|² / det B, again with det B > 0. That formulation would admit hopping phases from a magnetic flux, at the price of complex conjugates throughout the determinant algebra. The real version is enough for a code with real hopping amplitudes.
